# The Laplacian of $F_0(pr^2)$ is $-2pe^{-pr^2}$

Let $n,t,u,v$ be natural numbers and $p,x,X,Y,Z$ real, with $r^2=X^2+Y^2+Z^2$. Physically, $p>0$ is a Gaussian exponent and $(X,Y,Z)$ separates two centres; the theorems need no sign condition.

In Lean 4 with Mathlib:

```lean
import Mathlib

open MeasureTheory Filter Topology

namespace BoysHermiteCoulomb

noncomputable section
```

The Boys function `boys` is $F_n(x)=\int_0^1s^{2n}e^{-xs^2}ds$.

```lean
/-- The Boys function `F_n(x) = ∫₀¹ s^(2n) exp(-x s²) ds`. -/
def boys (n : ℕ) (x : ℝ) : ℝ :=
  ∫ s in (0 : ℝ)..1, s ^ (2 * n) * Real.exp (-x * s ^ 2)
```

The auxiliary integral is $R^n_{000}=(-2p)^nF_n(pr^2)$.

```lean
/-- The auxiliary Coulomb integral `R^n_000 = (-2p)^n F_n(p (X² + Y² + Z²))`. -/
def coulombAux (p : ℝ) (n : ℕ) (X Y Z : ℝ) : ℝ :=
  (-2 * p) ^ n * boys n (p * (X ^ 2 + Y ^ 2 + Z ^ 2))
```

Its derivatives are $R^n_{tuv}=\partial_X^t\partial_Y^u\partial_Z^vR^n_{000}$, with $Z$ innermost.

```lean
/-- The Hermite Coulomb integral `R^n_tuv = ∂_X^t ∂_Y^u ∂_Z^v R^n_000`. -/
def hermiteCoulomb (p : ℝ) (n t u v : ℕ) (X Y Z : ℝ) : ℝ :=
  iteratedDeriv t (fun x => iteratedDeriv u
    (fun y => iteratedDeriv v (fun z => coulombAux p n x y z) Z) Y) X
```

Functions $g_n$ of one coordinate $W$ form a ladder if $g_n'=Wg_{n+1}$.

```lean
/-- A family of functions `g_n` is a ladder if `g_n'(W) = W g_(n+1)(W)` for all `n` and `W`. -/
def IsLadder (g : ℕ → ℝ → ℝ) : Prop :=
  ∀ n W, HasDerivAt (g n) (W * g (n + 1) W) W
```

The table `mdRec` has entries $H_0^n=g_n$, $H_1^n=Wg_{n+1}$ and $H_{t+2}^n=(t+1)H_t^{n+1}+WH_{t+1}^{n+1}$.

```lean
/-- The one-coordinate McMurchie-Davidson table built from starting values `g`:
`H_0^n = g_n`, `H_1^n = W g_(n+1)`, `H_(t+2)^n = (t+1) H_t^(n+1) + W H_(t+1)^(n+1)`. -/
def mdRec (W : ℝ) (g : ℕ → ℝ) : ℕ → ℕ → ℝ
  | 0, n => g n
  | 1, n => W * g (n + 1)
  | t + 2, n => ((t : ℝ) + 1) * mdRec W g t (n + 1) + W * mdRec W g (t + 1) (n + 1)
```

Differentiating the integrand in $x$ brings down $-s^2$. Near $x$ the result is bounded by $e^{|x|+1}$, so differentiation under the integral gives $F_n'=-F_{n+1}$.

```lean
/-- The derivative of the Boys function: `F_n'(x) = -F_(n+1)(x)` for every real `x`. -/
theorem hasDerivAt_boys (n : ℕ) (x : ℝ) : HasDerivAt (boys n) (-boys (n + 1) x) x := by
  let F : ℝ → ℝ → ℝ := fun y s => s ^ (2 * n) * Real.exp (-y * s ^ 2)
  let G : ℝ → ℝ → ℝ := fun y s => -(s ^ (2 * (n + 1)) * Real.exp (-y * s ^ 2))
  have hF : ∀ y, Continuous (F y) := fun y => by
    show Continuous fun s : ℝ => s ^ (2 * n) * Real.exp (-y * s ^ 2)
    fun_prop
  have hG : Continuous (G x) := by
    show Continuous fun s : ℝ => -(s ^ (2 * (n + 1)) * Real.exp (-x * s ^ 2))
    fun_prop
  have h1 : ∀ᶠ y in 𝓝 x,
      AEStronglyMeasurable (F y) (volume.restrict (Set.uIoc (0 : ℝ) 1)) :=
    Eventually.of_forall fun y => (hF y).aestronglyMeasurable
  have h2 : IntervalIntegrable (F x) volume 0 1 := (hF x).intervalIntegrable 0 1
  have h3 : AEStronglyMeasurable (G x) (volume.restrict (Set.uIoc (0 : ℝ) 1)) :=
    hG.aestronglyMeasurable
  -- uniform bound on the differentiated integrand near x
  have h4 : ∀ᵐ t ∂(volume : Measure ℝ), t ∈ Set.uIoc (0 : ℝ) 1 →
      ∀ y ∈ Metric.ball x 1, ‖G y t‖ ≤ Real.exp (|x| + 1) := by
    refine Eventually.of_forall fun t ht y hy => ?_
    rw [Set.uIoc_of_le zero_le_one] at ht
    obtain ⟨h0, h1'⟩ := ht
    rw [Metric.mem_ball, Real.dist_eq] at hy
    have hy1 : -y ≤ |x| + 1 := by linarith [neg_abs_le x, (abs_lt.mp hy).1]
    have ha : 0 ≤ |x| + 1 := by positivity
    have ht2 : t ^ 2 ≤ 1 := pow_le_one₀ h0.le h1'
    have hp : t ^ (2 * (n + 1)) ≤ 1 := pow_le_one₀ h0.le h1'
    have hexp : Real.exp (-y * t ^ 2) ≤ Real.exp (|x| + 1) := by
      apply Real.exp_le_exp.mpr
      calc -y * t ^ 2 ≤ (|x| + 1) * t ^ 2 := mul_le_mul_of_nonneg_right hy1 (sq_nonneg t)
        _ ≤ (|x| + 1) * 1 := mul_le_mul_of_nonneg_left ht2 ha
        _ = |x| + 1 := mul_one _
    have hnn : 0 ≤ t ^ (2 * (n + 1)) * Real.exp (-y * t ^ 2) :=
      mul_nonneg (pow_nonneg h0.le _) (Real.exp_pos _).le
    show ‖-(t ^ (2 * (n + 1)) * Real.exp (-y * t ^ 2))‖ ≤ Real.exp (|x| + 1)
    rw [norm_neg, Real.norm_of_nonneg hnn]
    calc t ^ (2 * (n + 1)) * Real.exp (-y * t ^ 2) ≤ 1 * Real.exp (|x| + 1) :=
          mul_le_mul hp hexp (Real.exp_pos _).le zero_le_one
      _ = Real.exp (|x| + 1) := one_mul _
  have h5 : IntervalIntegrable (fun _ : ℝ => Real.exp (|x| + 1)) volume 0 1 :=
    continuous_const.intervalIntegrable 0 1
  -- pointwise derivative of the integrand in the parameter
  have h6 : ∀ᵐ t ∂(volume : Measure ℝ), t ∈ Set.uIoc (0 : ℝ) 1 →
      ∀ y ∈ Metric.ball x 1, HasDerivAt (fun y => F y t) (G y t) y := by
    refine Eventually.of_forall fun t _ y _ => ?_
    have e1 : HasDerivAt (fun y : ℝ => -y * t ^ 2) (-1 * t ^ 2) y :=
      (hasDerivAt_id' y).fun_neg.mul_const (t ^ 2)
    show HasDerivAt (fun y : ℝ => t ^ (2 * n) * Real.exp (-y * t ^ 2))
      (-(t ^ (2 * (n + 1)) * Real.exp (-y * t ^ 2))) y
    exact (e1.exp.const_mul (t ^ (2 * n))).congr_deriv (by ring)
  have key : HasDerivAt (fun y => ∫ t in (0 : ℝ)..1, F y t) (∫ t in (0 : ℝ)..1, G x t) x := by
    exact (intervalIntegral.hasDerivAt_integral_of_dominated_loc_of_deriv_le
      (F := F) (F' := G) (bound := fun _ => Real.exp (|x| + 1))
      (Metric.ball_mem_nhds x one_pos) h1 h2 h3 h4 h5 h6).2
  have hval : (∫ t in (0 : ℝ)..1, G x t) = -boys (n + 1) x := by
    show (∫ t in (0 : ℝ)..1, -(t ^ (2 * (n + 1)) * Real.exp (-x * t ^ 2)))
      = -∫ t in (0 : ℝ)..1, t ^ (2 * (n + 1)) * Real.exp (-x * t ^ 2)
    rw [intervalIntegral.integral_neg]
  exact key.congr_deriv hval
```

Integrating $\frac{d}{ds}(s^{2n+1}e^{-xs^2})=((2n+1)s^{2n}-2xs^{2n+2})e^{-xs^2}$ over $[0,1]$ gives $e^{-x}=(2n+1)F_n-2xF_{n+1}$.

```lean
/-- The recursion in the order: `(2n+1) F_n(x) = 2x F_(n+1)(x) + exp(-x)` for every real `x`. -/
theorem boys_recursion (n : ℕ) (x : ℝ) :
    (2 * (n : ℝ) + 1) * boys n x = 2 * x * boys (n + 1) x + Real.exp (-x) := by
  -- differentiate s^(2n+1) exp(-x s²)
  have hd : ∀ s ∈ Set.uIcc (0 : ℝ) 1,
      HasDerivAt (fun s : ℝ => s ^ (2 * n + 1) * Real.exp (-x * s ^ 2))
        ((2 * (n : ℝ) + 1) * (s ^ (2 * n) * Real.exp (-x * s ^ 2))
          - 2 * x * (s ^ (2 * (n + 1)) * Real.exp (-x * s ^ 2))) s := by
    intro s _
    have e1 : HasDerivAt (fun s : ℝ => s ^ (2 * n + 1)) ((2 * (n : ℝ) + 1) * s ^ (2 * n)) s :=
      (hasDerivAt_pow (2 * n + 1) s).congr_deriv (by simp)
    have e0 : HasDerivAt (fun s : ℝ => s ^ 2) (2 * s) s :=
      (hasDerivAt_pow 2 s).congr_deriv (by simp)
    have e2 : HasDerivAt (fun s : ℝ => -x * s ^ 2) (-x * (2 * s)) s := e0.const_mul (-x)
    exact (e1.fun_mul e2.exp).congr_deriv (by ring)
  have hc : ∀ m : ℕ, Continuous fun s : ℝ => s ^ (2 * m) * Real.exp (-x * s ^ 2) := by
    intro m
    fun_prop
  have hA : IntervalIntegrable
      (fun s : ℝ => (2 * (n : ℝ) + 1) * (s ^ (2 * n) * Real.exp (-x * s ^ 2))) volume 0 1 :=
    ((hc n).intervalIntegrable 0 1).const_mul _
  have hB : IntervalIntegrable
      (fun s : ℝ => 2 * x * (s ^ (2 * (n + 1)) * Real.exp (-x * s ^ 2))) volume 0 1 :=
    ((hc (n + 1)).intervalIntegrable 0 1).const_mul _
  -- fundamental theorem of calculus on [0, 1]
  have h : (∫ s in (0 : ℝ)..1, ((2 * (n : ℝ) + 1) * (s ^ (2 * n) * Real.exp (-x * s ^ 2))
      - 2 * x * (s ^ (2 * (n + 1)) * Real.exp (-x * s ^ 2)))) = Real.exp (-x) := by
    rw [intervalIntegral.integral_eq_sub_of_hasDerivAt hd (hA.sub hB)]
    simp
  rw [intervalIntegral.integral_sub hA hB, intervalIntegral.integral_const_mul,
    intervalIntegral.integral_const_mul] at h
  have h' : (2 * (n : ℝ) + 1) * boys n x - 2 * x * boys (n + 1) x = Real.exp (-x) := h
  linarith
```

By the chain rule, $\partial_XR^n_{000}=(-2p)^n(-F_{n+1})(2pX)=XR^{n+1}_{000}$; likewise for $Y,Z$.

```lean
/-- The auxiliary integrals `R^n_000` form a ladder in each Cartesian coordinate,
for example `∂_X R^n_000 = X R^(n+1)_000`. -/
theorem isLadder_coulombAux_witness (p X Y Z : ℝ) :
    IsLadder (fun n x => coulombAux p n x Y Z) ∧
    IsLadder (fun n y => coulombAux p n X y Z) ∧
    IsLadder (fun n z => coulombAux p n X Y z) := by
  -- chain rule with F_n' = -F_(n+1)
  have key : ∀ (n : ℕ) (r : ℝ → ℝ) (W : ℝ), HasDerivAt r (p * (2 * W)) W →
      HasDerivAt (fun w => (-2 * p) ^ n * boys n (r w))
        (W * ((-2 * p) ^ (n + 1) * boys (n + 1) (r W))) W := by
    intro n r W hr
    have h : HasDerivAt (fun w => boys n (r w)) (-boys (n + 1) (r W) * (p * (2 * W))) W :=
      (hasDerivAt_boys n (r W)).comp W hr
    exact (h.const_mul ((-2 * p) ^ n)).congr_deriv (by rw [pow_succ (-2 * p) n]; ring)
  have hsq : ∀ W : ℝ, HasDerivAt (fun w : ℝ => w ^ 2) (2 * W) W := fun W =>
    (hasDerivAt_pow 2 W).congr_deriv (by simp)
  refine ⟨fun n W => ?_, fun n W => ?_, fun n W => ?_⟩
  · exact key n (fun w => p * (w ^ 2 + Y ^ 2 + Z ^ 2)) W
      ((((hsq W).add_const (Y ^ 2)).add_const (Z ^ 2)).const_mul p)
  · exact key n (fun w => p * (X ^ 2 + w ^ 2 + Z ^ 2)) W
      ((((hsq W).const_add (X ^ 2)).add_const (Z ^ 2)).const_mul p)
  · exact key n (fun w => p * (X ^ 2 + Y ^ 2 + w ^ 2)) W
      (((hsq W).const_add (X ^ 2 + Y ^ 2)).const_mul p)
```

For a ladder, $\partial_WH_t^n=H_{t+1}^n$. The first cases are $g_n'=Wg_{n+1}$ and $(Wg_{n+1})'=g_{n+1}+W^2g_{n+2}$. Inductively, $\partial_WH_{t+2}^n=(t+1)H_{t+1}^{n+1}+H_{t+1}^{n+1}+WH_{t+2}^{n+1}=H_{t+3}^n$.

```lean
/-- For a ladder family, the table entry `H_t^n` is differentiable in its coordinate
with derivative `H_(t+1)^n`. -/
theorem hasDerivAt_mdRec {g : ℕ → ℝ → ℝ} (hg : IsLadder g) (W : ℝ) :
    ∀ t n : ℕ, HasDerivAt (fun w => mdRec w (fun m => g m w) t n)
      (mdRec W (fun m => g m W) (t + 1) n) W
  | 0, n => by
    show HasDerivAt (fun w => g n w) (W * g (n + 1) W) W
    exact hg n W
  | 1, n => by
    show HasDerivAt (fun w => w * g (n + 1) w)
      ((((0 : ℕ) : ℝ) + 1) * g (n + 1) W + W * (W * g (n + 1 + 1) W)) W
    exact ((hasDerivAt_id' W).fun_mul (hg (n + 1) W)).congr_deriv (by simp)
  | t + 2, n => by
    have h1 := hasDerivAt_mdRec hg W t (n + 1)
    have h2 := hasDerivAt_mdRec hg W (t + 1) (n + 1)
    -- the product rule on the factor w raises the coefficient t + 1 to t + 2
    show HasDerivAt (fun w => ((t : ℝ) + 1) * mdRec w (fun m => g m w) t (n + 1)
        + w * mdRec w (fun m => g m w) (t + 1) (n + 1))
      ((((t + 1 : ℕ) : ℝ) + 1) * mdRec W (fun m => g m W) (t + 1) (n + 1)
        + W * mdRec W (fun m => g m W) (t + 1 + 1) (n + 1)) W
    exact ((h1.const_mul ((t : ℝ) + 1)).fun_add
      ((hasDerivAt_id' W).fun_mul h2)).congr_deriv (by push_cast; ring)
```

Hence $\partial_W^tg_n=H_t^n$. Without the ladder hypothesis this fails: for constant $g_n=1$, $g_0'=0$ but $H_1^0=W$.

```lean
/-- For a ladder family, the `t`-th derivative of `g_n` is the table entry `H_t^n`. -/
theorem iteratedDeriv_eq_mdRec {g : ℕ → ℝ → ℝ} (hg : IsLadder g) (t n : ℕ) :
    iteratedDeriv t (g n) = fun W => mdRec W (fun m => g m W) t n := by
  induction t with
  | zero =>
    rw [iteratedDeriv_zero]
    rfl
  | succ t ih =>
    rw [iteratedDeriv_succ, ih]
    funext W
    exact (hasDerivAt_mdRec hg W t n).deriv
```

For fixed $t$, the table entry $H_t^n$ in a fixed coordinate $V$ is a sum of ladder members $g_{n+k}$ with coefficients independent of both $W$ and $n$, so these entries again form a ladder in $W$.

```lean
/-- Building the table in a second, fixed coordinate `V` from a ladder family in `W`
gives again a ladder family in `W`. -/
theorem isLadder_mdRec {g : ℕ → ℝ → ℝ} (hg : IsLadder g) (V : ℝ) :
    ∀ t : ℕ, IsLadder (fun n W => mdRec V (fun m => g m W) t n)
  | 0 => by
    intro n W
    show HasDerivAt (fun w => g n w) (W * g (n + 1) W) W
    exact hg n W
  | 1 => by
    intro n W
    show HasDerivAt (fun w => V * g (n + 1) w) (W * (V * g (n + 1 + 1) W)) W
    exact ((hg (n + 1) W).const_mul V).congr_deriv (by ring)
  | t + 2 => by
    intro n W
    have h1 : HasDerivAt (fun w => mdRec V (fun m => g m w) t (n + 1))
        (W * mdRec V (fun m => g m W) t (n + 1 + 1)) W :=
      isLadder_mdRec hg V t (n + 1) W
    have h2 : HasDerivAt (fun w => mdRec V (fun m => g m w) (t + 1) (n + 1))
        (W * mdRec V (fun m => g m W) (t + 1) (n + 1 + 1)) W :=
      isLadder_mdRec hg V (t + 1) (n + 1) W
    show HasDerivAt (fun w => ((t : ℝ) + 1) * mdRec V (fun m => g m w) t (n + 1)
        + V * mdRec V (fun m => g m w) (t + 1) (n + 1))
      (W * (((t : ℝ) + 1) * mdRec V (fun m => g m W) t (n + 1 + 1)
        + V * mdRec V (fun m => g m W) (t + 1) (n + 1 + 1))) W
    exact ((h1.const_mul ((t : ℝ) + 1)).fun_add (h2.const_mul V)).congr_deriv (by ring)
```

Replacing derivatives from the inside out therefore turns $R^n_{tuv}$ into three nested tables.

```lean
/-- The integral `R^n_tuv` equals the tables in `Z`, `Y` and `X` applied in turn to the
values `R^m_000(X, Y, Z)`. -/
theorem hermiteCoulomb_eq_mdRec (p : ℝ) (n t u v : ℕ) (X Y Z : ℝ) :
    hermiteCoulomb p n t u v X Y Z =
      mdRec X (fun a => mdRec Y (fun b =>
        mdRec Z (fun c => coulombAux p c X Y Z) v b) u a) t n := by
  have hz : ∀ x y : ℝ, iteratedDeriv v (fun z => coulombAux p n x y z) Z
      = mdRec Z (fun c => coulombAux p c x y Z) v n := fun x y =>
    congrFun (iteratedDeriv_eq_mdRec (isLadder_coulombAux_witness p x y Z).2.2 v n) Z
  have hy : ∀ x : ℝ,
      iteratedDeriv u (fun y => mdRec Z (fun c => coulombAux p c x y Z) v n) Y
        = mdRec Y (fun b => mdRec Z (fun c => coulombAux p c x Y Z) v b) u n := fun x =>
    congrFun (iteratedDeriv_eq_mdRec
      (isLadder_mdRec (isLadder_coulombAux_witness p x Y Z).2.1 Z v) u n) Y
  have hx : iteratedDeriv t (fun x =>
        mdRec Y (fun b => mdRec Z (fun c => coulombAux p c x Y Z) v b) u n) X
      = mdRec X (fun a => mdRec Y (fun b =>
        mdRec Z (fun c => coulombAux p c X Y Z) v b) u a) t n :=
    congrFun (iteratedDeriv_eq_mdRec (isLadder_mdRec
      (isLadder_mdRec (isLadder_coulombAux_witness p X Y Z).1 Z v) Y u) t n) X
  -- replace the derivatives from the inside out
  have e : (fun x => iteratedDeriv u
        (fun y => iteratedDeriv v (fun z => coulombAux p n x y z) Z) Y)
      = fun x => mdRec Y (fun b => mdRec Z (fun c => coulombAux p c x Y Z) v b) u n := by
    funext x
    exact (congrArg (fun f : ℝ → ℝ => iteratedDeriv u f Y)
      (funext fun y => hz x y)).trans (hy x)
  unfold hermiteCoulomb
  exact (congrArg (fun f : ℝ → ℝ => iteratedDeriv t f X) e).trans hx
```

By induction, starting values $aA_{m+1}+bB_{m+1}$ produce $aH_t^{n+1}[A]+bH_t^{n+1}[B]$.

```lean
/-- The table is linear in its starting values and commutes with raising the
auxiliary index by one. -/
theorem mdRec_shift (W a b : ℝ) (A B : ℕ → ℝ) :
    ∀ t n : ℕ, mdRec W (fun m => a * A (m + 1) + b * B (m + 1)) t n
      = a * mdRec W A t (n + 1) + b * mdRec W B t (n + 1)
  | 0, _ => rfl
  | 1, n => by
    show W * (a * A (n + 1 + 1) + b * B (n + 1 + 1))
      = a * (W * A (n + 1 + 1)) + b * (W * B (n + 1 + 1))
    ring
  | t + 2, n => by
    have h1 := mdRec_shift W a b A B t (n + 1)
    have h2 := mdRec_shift W a b A B (t + 1) (n + 1)
    show ((t : ℝ) + 1) * mdRec W (fun m => a * A (m + 1) + b * B (m + 1)) t (n + 1)
        + W * mdRec W (fun m => a * A (m + 1) + b * B (m + 1)) (t + 1) (n + 1)
      = a * (((t : ℝ) + 1) * mdRec W A t (n + 1 + 1) + W * mdRec W A (t + 1) (n + 1 + 1))
        + b * (((t : ℝ) + 1) * mdRec W B t (n + 1 + 1) + W * mdRec W B (t + 1) (n + 1 + 1))
    rw [h1, h2]
    ring
```

This carries inner recurrences through outer tables, giving $R^n_{1uv}=XR^{n+1}_{0uv}$ and its analogues.

```lean
/-- First step of the McMurchie-Davidson recurrences in each direction:
`R^n_(1,u,v) = X R^(n+1)_(0,u,v)`, and likewise for `Y` and `Z`. -/
theorem hermiteCoulomb_recurrence_one (p : ℝ) (n t u v : ℕ) (X Y Z : ℝ) :
    hermiteCoulomb p n 1 u v X Y Z = X * hermiteCoulomb p (n + 1) 0 u v X Y Z ∧
    hermiteCoulomb p n t 1 v X Y Z = Y * hermiteCoulomb p (n + 1) t 0 v X Y Z ∧
    hermiteCoulomb p n t u 1 X Y Z = Z * hermiteCoulomb p (n + 1) t u 0 X Y Z := by
  have shift1 : ∀ (W b : ℝ) (B : ℕ → ℝ) (k m : ℕ),
      mdRec W (fun j => b * B (j + 1)) k m = b * mdRec W B k (m + 1) := by
    intro W b B k m
    have h := mdRec_shift W 0 b B B k m
    simp only [zero_mul, zero_add] at h
    exact h
  have hx : ∀ G : ℕ → ℝ, mdRec X G 1 n = X * mdRec X G 0 (n + 1) := fun _ => rfl
  have hy : ∀ H : ℕ → ℝ, mdRec X (fun a => mdRec Y H 1 a) t n
      = Y * mdRec X (fun a => mdRec Y H 0 a) t (n + 1) := fun H =>
    shift1 X Y (fun a => mdRec Y H 0 a) t n
  have hz : ∀ K : ℕ → ℝ, mdRec X (fun a => mdRec Y (fun b => mdRec Z K 1 b) u a) t n
      = Z * mdRec X (fun a => mdRec Y (fun b => mdRec Z K 0 b) u a) t (n + 1) := by
    intro K
    have e : (fun a => mdRec Y (fun b => mdRec Z K 1 b) u a)
        = fun a => Z * mdRec Y (fun b => mdRec Z K 0 b) u (a + 1) :=
      funext fun a => shift1 Y Z (fun b => mdRec Z K 0 b) u a
    exact (congrArg (fun G : ℕ → ℝ => mdRec X G t n) e).trans
      (shift1 X Z (fun a => mdRec Y (fun b => mdRec Z K 0 b) u a) t n)
  simp only [hermiteCoulomb_eq_mdRec]
  exact ⟨hx _, hy _, hz _⟩
```

The same argument gives $R^n_{t+2,u,v}=(t+1)R^{n+1}_{tuv}+XR^{n+1}_{t+1,u,v}$ and its analogues. Had $R^n_{tuv}$ been defined by these nested tables, the $X$ recurrence would hold by definition, while the $Y$ and $Z$ recurrences and the derivative formula would still need proof.

```lean
/-- The McMurchie-Davidson recurrences in each direction:
`R^n_(t+2,u,v) = (t+1) R^(n+1)_(t,u,v) + X R^(n+1)_(t+1,u,v)`, and likewise for `Y` and `Z`. -/
theorem hermiteCoulomb_recurrence (p : ℝ) (n t u v : ℕ) (X Y Z : ℝ) :
    hermiteCoulomb p n (t + 2) u v X Y Z
      = ((t : ℝ) + 1) * hermiteCoulomb p (n + 1) t u v X Y Z
        + X * hermiteCoulomb p (n + 1) (t + 1) u v X Y Z ∧
    hermiteCoulomb p n t (u + 2) v X Y Z
      = ((u : ℝ) + 1) * hermiteCoulomb p (n + 1) t u v X Y Z
        + Y * hermiteCoulomb p (n + 1) t (u + 1) v X Y Z ∧
    hermiteCoulomb p n t u (v + 2) X Y Z
      = ((v : ℝ) + 1) * hermiteCoulomb p (n + 1) t u v X Y Z
        + Z * hermiteCoulomb p (n + 1) t u (v + 1) X Y Z := by
  have hx : ∀ G : ℕ → ℝ, mdRec X G (t + 2) n
      = ((t : ℝ) + 1) * mdRec X G t (n + 1) + X * mdRec X G (t + 1) (n + 1) := fun _ => rfl
  -- inner recurrences pass through the outer tables by linearity
  have hy : ∀ H : ℕ → ℝ, mdRec X (fun a => mdRec Y H (u + 2) a) t n
      = ((u : ℝ) + 1) * mdRec X (fun a => mdRec Y H u a) t (n + 1)
        + Y * mdRec X (fun a => mdRec Y H (u + 1) a) t (n + 1) := fun H =>
    mdRec_shift X ((u : ℝ) + 1) Y (fun a => mdRec Y H u a) (fun a => mdRec Y H (u + 1) a) t n
  have hz : ∀ K : ℕ → ℝ, mdRec X (fun a => mdRec Y (fun b => mdRec Z K (v + 2) b) u a) t n
      = ((v : ℝ) + 1) * mdRec X (fun a => mdRec Y (fun b => mdRec Z K v b) u a) t (n + 1)
        + Z * mdRec X (fun a => mdRec Y (fun b => mdRec Z K (v + 1) b) u a) t (n + 1) := by
    intro K
    have e : (fun a => mdRec Y (fun b => mdRec Z K (v + 2) b) u a)
        = fun a => ((v : ℝ) + 1) * mdRec Y (fun b => mdRec Z K v b) u (a + 1)
          + Z * mdRec Y (fun b => mdRec Z K (v + 1) b) u (a + 1) :=
      funext fun a => mdRec_shift Y ((v : ℝ) + 1) Z (fun b => mdRec Z K v b)
        (fun b => mdRec Z K (v + 1) b) u a
    exact (congrArg (fun G : ℕ → ℝ => mdRec X G t n) e).trans
      (mdRec_shift X ((v : ℝ) + 1) Z (fun a => mdRec Y (fun b => mdRec Z K v b) u a)
        (fun a => mdRec Y (fun b => mdRec Z K (v + 1) b) u a) t n)
  simp only [hermiteCoulomb_eq_mdRec]
  exact ⟨hx _, hy _, hz _⟩
```

Now $R^0_{200}=R^1_{000}+X^2R^2_{000}$, and similarly for $Y,Z$. With $x=pr^2$, the sum is $3R^1_{000}+r^2R^2_{000}=-2p(3F_1-2xF_2)=-2pe^{-x}$.

```lean
/-- The sum `R^0_200 + R^0_020 + R^0_002` equals `-2p exp(-p (X² + Y² + Z²))` for every real `p`. -/
theorem hermiteCoulomb_poisson (p X Y Z : ℝ) :
    hermiteCoulomb p 0 2 0 0 X Y Z + hermiteCoulomb p 0 0 2 0 X Y Z
      + hermiteCoulomb p 0 0 0 2 X Y Z
      = -2 * p * Real.exp (-(p * (X ^ 2 + Y ^ 2 + Z ^ 2))) := by
  -- each second derivative is R^1_000 + W² R^2_000
  have hx : hermiteCoulomb p 0 2 0 0 X Y Z
      = (((0 : ℕ) : ℝ) + 1) * coulombAux p 1 X Y Z + X * (X * coulombAux p 2 X Y Z) :=
    hermiteCoulomb_eq_mdRec p 0 2 0 0 X Y Z
  have hy : hermiteCoulomb p 0 0 2 0 X Y Z
      = (((0 : ℕ) : ℝ) + 1) * coulombAux p 1 X Y Z + Y * (Y * coulombAux p 2 X Y Z) :=
    hermiteCoulomb_eq_mdRec p 0 0 2 0 X Y Z
  have hz : hermiteCoulomb p 0 0 0 2 X Y Z
      = (((0 : ℕ) : ℝ) + 1) * coulombAux p 1 X Y Z + Z * (Z * coulombAux p 2 X Y Z) :=
    hermiteCoulomb_eq_mdRec p 0 0 0 2 X Y Z
  -- 3 F_1 = 2x F_2 + exp(-x)
  have h : (2 * ((1 : ℕ) : ℝ) + 1) * boys 1 (p * (X ^ 2 + Y ^ 2 + Z ^ 2))
      = 2 * (p * (X ^ 2 + Y ^ 2 + Z ^ 2)) * boys 2 (p * (X ^ 2 + Y ^ 2 + Z ^ 2))
        + Real.exp (-(p * (X ^ 2 + Y ^ 2 + Z ^ 2))) :=
    boys_recursion 1 (p * (X ^ 2 + Y ^ 2 + Z ^ 2))
  rw [hx, hy, hz]
  simp only [coulombAux, Nat.cast_zero, Nat.cast_one] at h ⊢
  linear_combination (-2 * p) * h
```

Since $R^0_{000}=F_0(pr^2)$, unfolding the definitions gives the Laplacian as a sum of coordinate derivatives. For $p>0$, this is Poisson's equation, up to normalisation, for one spherical Gaussian charge. The derivatives $R^0_{tuv}$ of its potential enter the McMurchie-Davidson scheme for Coulomb integrals over Gaussian basis functions; rounding error is not treated.

```lean
/-- The sum of the three second partial derivatives of `F_0(p (X² + Y² + Z²))`
equals `-2p exp(-p (X² + Y² + Z²))`. -/
theorem laplacian_boys_zero (p X Y Z : ℝ) :
    iteratedDeriv 2 (fun x => boys 0 (p * (x ^ 2 + Y ^ 2 + Z ^ 2))) X
      + iteratedDeriv 2 (fun y => boys 0 (p * (X ^ 2 + y ^ 2 + Z ^ 2))) Y
      + iteratedDeriv 2 (fun z => boys 0 (p * (X ^ 2 + Y ^ 2 + z ^ 2))) Z
      = -2 * p * Real.exp (-(p * (X ^ 2 + Y ^ 2 + Z ^ 2))) := by
  have h := hermiteCoulomb_poisson p X Y Z
  simp only [hermiteCoulomb, coulombAux, iteratedDeriv_zero, pow_zero, one_mul] at h
  exact h

end

end BoysHermiteCoulomb
```

```lean
#print axioms BoysHermiteCoulomb.hermiteCoulomb_recurrence_one
#print axioms BoysHermiteCoulomb.hermiteCoulomb_recurrence
#print axioms BoysHermiteCoulomb.laplacian_boys_zero
```

```
'BoysHermiteCoulomb.hermiteCoulomb_recurrence_one' depends on axioms: [propext, Classical.choice, Quot.sound]
'BoysHermiteCoulomb.hermiteCoulomb_recurrence' depends on axioms: [propext, Classical.choice, Quot.sound]
'BoysHermiteCoulomb.laplacian_boys_zero' depends on axioms: [propext, Classical.choice, Quot.sound]
```
